# The exponential envelope binds a planar exciton four times as strongly as a bulk one at equal mass and dielectric constant

Suppose the binding energy of a bulk exciton is carried over unchanged to an electron and a hole confined to a plane. With the same reduced mass, the same dielectric constant and an exponential envelope in both cases, the estimate is only a quarter of what the planar calculation gives. Changing the geometry but keeping the bulk decay rate recovers three quarters of the planar value. The rest appears only when the envelope is allowed to contract.

## The energy as a function of the decay rate

A Wannier exciton is treated here as one electron and one hole with reduced mass μ > 0, attracting each other through −1/(εr), where r is their separation. The mass μ stands for parabolic, isotropic bands. The constant ε > 0 stands for a background that screens equally at all distances. Units are such that ħ = e = 1, and d ≥ 2 is the dimension of space. The trial function for the relative motion is

f(r) = exp(−a r), a > 0.

The angular integration gives the same factor in the energy and in the norm, so the energy expectation value is the quotient

Q(a) = ∫ (f′²/(2μ) − f²/(εr)) r^(d−1) dr / ∫ f² r^(d−1) dr,

with both integrals over r > 0. The claim is that

Q(a) = a²/(2μ) − 2a/(ε(d−1)),

and that its minimum over a > 0 is −2μ/(ε²(d−1)²), attained only at a = 2μ/(ε(d−1)).

Write d = n + 2 with n ≥ 0. Every integral needed is of the form

∫ r^k exp(−b r) dr = k!/b^(k+1), b > 0.

Since f² = exp(−2a r), the norm and the Coulomb integral are

∫ f² r^(n+1) dr = (n+1)!/(2a)^(n+2),

∫ (f²/r) r^(n+1) dr = n!/(2a)^(n+1).

With respect to the radial weight, the normalised function is therefore √((2a)^d/(d−1)!) exp(−a r). Dividing the second integral by the first gives the mean inverse separation,

⟨1/r⟩ = 2a/(n+1) = 2a/(d−1).

The slope is f′ = −a f, so f′² = a² f² and the kinetic term contributes a²/(2μ). This proves the formula for Q(a).

Let a₀ = 2μ/(ε(d−1)). Completing the square gives

Q(a) = (a − a₀)²/(2μ) − a₀²/(2μ), where a₀²/(2μ) = 2μ/(ε²(d−1)²).

The square is non-negative and vanishes only at a = a₀, which is positive and hence allowed. The binding energy, minus the minimum, is 2μ/ε² for d = 2 and μ/(2ε²) for d = 3. Their ratio is four.

## The optimal exponential solves the radial equation

For an s-wave function the Hamiltonian acts as

H f = −(f″ + (d−1) f′/r)/(2μ) − f/(εr).

Inserting f′ = −a f and f″ = a² f yields

H f = [−a²/(2μ) + ((d−1)a/(2μ) − 1/ε)/r] f.

This equals E f at every r > 0 exactly when the coefficient of 1/r vanishes and E = −a²/(2μ). The first condition is a = a₀, and the energy is then the variational minimum.

For a single electron–hole pair with constant ε and a strictly planar or bulk geometry, these closed forms can serve as a reference for a numerical radial solver. In an atomically thin layer the field lines leave the material and the screening depends on distance, so the factor of four need not hold there.

## Envelope, energy and binding in Lean

```lean
import Mathlib

open MeasureTheory Set

namespace WannierExcitonVariational

noncomputable section
```

The envelope is a function of the decay rate `a` and the separation `r`, without a normalisation constant.

```lean
/-- The exponential envelope `exp (-a r)` of the relative electron-hole motion. -/
def envelope (a r : ℝ) : ℝ := Real.exp (-(a * r))
```

The definition of the energy density accepts any real function `f`, not just the exponential, but it has its physical meaning only where `f` is differentiable, since Lean sets a missing derivative to zero. Its kinetic part contains the actual derivative `deriv f r`, so the relation f′ = −a f has to be proved. The dimension `d` is a natural number, while `μ` and `ε` are real.

```lean
/-- Kinetic plus Coulomb energy density of a radial function `f` in `d` dimensions, with the radial
weight `r^(d-1)`, for `d ≥ 1`, reduced mass `μ > 0`, dielectric constant `ε > 0` and `r > 0` at
which `f` is differentiable, in units with `ħ = e = 1`. -/
def energyDensity (d : ℕ) (μ ε : ℝ) (f : ℝ → ℝ) (r : ℝ) : ℝ :=
  ((deriv f r) ^ 2 / (2 * μ) - (f r) ^ 2 / (ε * r)) * r ^ (d - 1)

/-- Probability density of a radial function in `d ≥ 1` dimensions, not normalised. -/
def normDensity (d : ℕ) (f : ℝ → ℝ) (r : ℝ) : ℝ := (f r) ^ 2 * r ^ (d - 1)
```

The quotient divides two Lebesgue integrals over `Ioi 0`, the open half-line r > 0. This is Q(a) when `f` is `envelope a`.

```lean
/-- The energy quotient of a radial function in `d ≥ 1` dimensions, for `μ, ε > 0` and functions
that are continuously differentiable on `r > 0`, whose two densities are integrable and whose norm
is not zero. -/
def energyQuotient (d : ℕ) (μ ε : ℝ) (f : ℝ → ℝ) : ℝ :=
  (∫ r in Ioi (0 : ℝ), energyDensity d μ ε f r) / ∫ r in Ioi (0 : ℝ), normDensity d f r
```

The Hamiltonian is written as a pointwise differential expression, with no operator domain attached to it.

```lean
/-- The radial exciton Hamiltonian in `d` dimensions applied to an s-wave function `f`, for
`μ, ε > 0` and `r > 0` at which `f` is twice differentiable. -/
def radialHamiltonian (d : ℕ) (μ ε : ℝ) (f : ℝ → ℝ) (r : ℝ) : ℝ :=
  -(deriv (deriv f) r + ((d : ℝ) - 1) / r * deriv f r) / (2 * μ) - f r / (ε * r)
```

The binding energy is minus the infimum of the quotient over the exponential family. It is thus a one-parameter variational quantity. A lower bound for all trial functions would need a separate argument.

```lean
/-- The variational binding energy: minus the infimum of the energy quotient over all
exponential envelopes with `a > 0`, for `d ≥ 2` and `μ, ε > 0`. -/
def trialBinding (d : ℕ) (μ ε : ℝ) : ℝ :=
  -sInf ((fun a => energyQuotient d μ ε (envelope a)) '' Ioi 0)
```

## Moments and slope

The first lemma supplies k!/b^(k+1), with `n` in the role of k. Mathlib's Gamma integral has a real exponent, and the proof converts it to a natural power and a factorial. Integrability then follows by contradiction: Lean gives a non-integrable function the integral zero, whereas the value just found is positive.

```lean
/-- For `b > 0` the function `r^n exp (-b r)` is integrable over `r > 0`, with integral
`n! / b^(n+1)`. -/
theorem exponential_moment (n : ℕ) {b : ℝ} (hb : 0 < b) :
    IntegrableOn (fun r : ℝ => r ^ n * Real.exp (-(b * r))) (Ioi 0) ∧
      ∫ r in Ioi (0 : ℝ), r ^ n * Real.exp (-(b * r)) = (n.factorial : ℝ) / b ^ (n + 1) := by
  have h := Real.integral_rpow_mul_exp_neg_mul_Ioi (a := (n : ℝ) + 1) (r := b)
    (by positivity) hb
  have e : (1 / b) ^ ((n : ℝ) + 1) = 1 / b ^ (n + 1) := by
    rw [show (n : ℝ) + 1 = ((n + 1 : ℕ) : ℝ) by push_cast; ring, Real.rpow_natCast,
      one_div_pow]
  rw [Real.Gamma_nat_eq_factorial, e] at h
  simp only [add_sub_cancel_right, Real.rpow_natCast] at h
  have hv : ∫ r in Ioi (0 : ℝ), r ^ n * Real.exp (-(b * r)) =
      (n.factorial : ℝ) / b ^ (n + 1) := by
    rw [h]; ring
  refine ⟨?_, hv⟩
  -- a function with a non-zero integral is integrable
  by_contra hn
  have h0 := integral_undef hn
  rw [hv] at h0
  have : 0 < (n.factorial : ℝ) / b ^ (n + 1) := by positivity
  exact this.ne' h0
```

The slope rule f′ = −a f comes from the chain rule and holds at every real `r`.

```lean
/-- The slope of the exponential envelope is `-a` times the envelope. -/
theorem hasDerivAt_envelope (a r : ℝ) :
    HasDerivAt (envelope a) (-a * envelope a r) r := by
  have h : HasDerivAt (fun x : ℝ => -(a * x)) (-(a * 1)) r :=
    ((hasDerivAt_id' r).const_mul a).fun_neg
  exact h.exp.congr_deriv (by unfold envelope; ring)
```

## The quotient evaluated

The next theorem has three conclusions: the energy density is integrable, the probability density is integrable, and the quotient has the stated value. The hypothesis `2 ≤ d` keeps the Coulomb integral finite. At d = 1 the integrand behaves like 1/r near the origin and the integral diverges.

The proof follows the calculation above. It replaces `d` by `n + 2` and takes the moments of order `n` and `n + 1` at `b = 2 * a`. The statements `hE` and `hN` identify the two densities with combinations of these moments on r > 0; inside `hE`, the auxiliary identity `hc` cancels one power of r against the Coulomb factor. Linearity of the integral and the recursion (n+1)! = (n+1) n! then leave an algebraic identity, which `field_simp` and `ring` settle.

```lean
/-- For `d ≥ 2` and `a, μ, ε > 0` the energy and probability densities of the exponential
envelope are integrable, and its energy quotient is `a²/(2μ) - 2a/(ε(d-1))`. -/
theorem energyQuotient_envelope {d : ℕ} (hd : 2 ≤ d) {μ ε a : ℝ} (hμ : 0 < μ) (hε : 0 < ε)
    (ha : 0 < a) :
    IntegrableOn (energyDensity d μ ε (envelope a)) (Ioi 0) ∧
    IntegrableOn (normDensity d (envelope a)) (Ioi 0) ∧
    energyQuotient d μ ε (envelope a) =
      a ^ 2 / (2 * μ) - 2 * a / (ε * ((d : ℝ) - 1)) := by
  obtain ⟨n, rfl⟩ := Nat.exists_eq_add_of_le' hd
  have hsq : ∀ r, envelope a r ^ 2 = Real.exp (-(2 * a * r)) := fun r => by
    unfold envelope
    rw [sq, ← Real.exp_add]
    congr 1
    ring
  obtain ⟨i0, v0⟩ := exponential_moment n (b := 2 * a) (by positivity)
  obtain ⟨i1, v1⟩ := exponential_moment (n + 1) (b := 2 * a) (by positivity)
  -- both densities are combinations of exponential moments
  have hE : EqOn (fun r => a ^ 2 / (2 * μ) * (r ^ (n + 1) * Real.exp (-(2 * a * r)))
      - 1 / ε * (r ^ n * Real.exp (-(2 * a * r))))
      (energyDensity (n + 2) μ ε (envelope a)) (Ioi 0) := fun r hr => by
    have hr0 : r ≠ 0 := ne_of_gt hr
    have hc : 1 / (ε * r) * r ^ (n + 1) = 1 / ε * r ^ n := by
      rw [pow_succ]
      field_simp
    simp only [energyDensity]
    rw [(hasDerivAt_envelope a r).deriv, mul_pow, hsq, show n + 2 - 1 = n + 1 by omega]
    linear_combination Real.exp (-(2 * a * r)) * hc
  have hN : EqOn (fun r => r ^ (n + 1) * Real.exp (-(2 * a * r)))
      (normDensity (n + 2) (envelope a)) (Ioi 0) := fun r _ => by
    simp only [normDensity]
    rw [hsq, show n + 2 - 1 = n + 1 by omega, mul_comm]
  refine ⟨IntegrableOn.congr_fun ((i1.const_mul _).sub (i0.const_mul _)) hE measurableSet_Ioi,
    i1.congr_fun hN measurableSet_Ioi, ?_⟩
  unfold energyQuotient
  rw [← setIntegral_congr_fun measurableSet_Ioi hE, ← setIntegral_congr_fun measurableSet_Ioi hN,
    integral_sub (i1.const_mul _) (i0.const_mul _), integral_const_mul, integral_const_mul,
    v0, v1, Nat.factorial_succ, show ((n + 2 : ℕ) : ℝ) - 1 = (n : ℝ) + 1 by push_cast; ring]
  have hf : (n.factorial : ℝ) ≠ 0 := by positivity
  have hn : (n : ℝ) + 1 ≠ 0 := by positivity
  push_cast
  field_simp
  ring
```

## The minimum and where it is attained

Completing the square is a separate statement. The proof treats d − 1 as a single non-zero number `m` and checks the identity algebraically.

```lean
/-- For `d ≥ 2` and `a, μ, ε > 0` the energy quotient is a parabola in the decay rate `a`,
written here with its square completed. -/
theorem energyQuotient_parabola {d : ℕ} (hd : 2 ≤ d) {μ ε a : ℝ} (hμ : 0 < μ) (hε : 0 < ε)
    (ha : 0 < a) :
    energyQuotient d μ ε (envelope a) =
      (a - 2 * μ / (ε * ((d : ℝ) - 1))) ^ 2 / (2 * μ)
        - 2 * μ / (ε ^ 2 * ((d : ℝ) - 1) ^ 2) := by
  have hd' : (2 : ℝ) ≤ d := by exact_mod_cast hd
  have hm : (d : ℝ) - 1 ≠ 0 := by linarith
  rw [(energyQuotient_envelope hd hμ hε ha).2.2]
  generalize (d : ℝ) - 1 = m at hm ⊢
  field_simp
  ring
```

In the main theorem, `IsLeast` says that the energy belongs to the set of quotients with a > 0 and that no member of the set lies below it. The second part says that a positive `a` reaches this energy if and only if it equals 2μ/(ε(d−1)).

The three bullets of the proof correspond to three steps by hand. The first inserts a₀, which `ha0` has shown to be positive. The second uses that a square divided by 2μ is non-negative. The third reads off from a vanishing square that a = a₀, and checks the converse by substitution.

```lean
/-- For `d ≥ 2` and `μ, ε > 0` the least energy quotient among exponential envelopes with
`a > 0` is `-2μ/(ε²(d-1)²)`, and it is attained only at `a = 2μ/(ε(d-1))`. -/
theorem exciton_variational_minimum {d : ℕ} (hd : 2 ≤ d) {μ ε : ℝ} (hμ : 0 < μ)
    (hε : 0 < ε) :
    IsLeast ((fun a => energyQuotient d μ ε (envelope a)) '' Ioi 0)
      (-(2 * μ / (ε ^ 2 * ((d : ℝ) - 1) ^ 2))) ∧
    ∀ a > 0, energyQuotient d μ ε (envelope a) = -(2 * μ / (ε ^ 2 * ((d : ℝ) - 1) ^ 2)) ↔
      a = 2 * μ / (ε * ((d : ℝ) - 1)) := by
  have hd' : (2 : ℝ) ≤ d := by exact_mod_cast hd
  have hm : 0 < (d : ℝ) - 1 := by linarith
  have ha0 : 0 < 2 * μ / (ε * ((d : ℝ) - 1)) :=
    div_pos (by positivity) (mul_pos hε hm)
  refine ⟨⟨⟨_, ha0, ?_⟩, ?_⟩, fun a ha => ?_⟩
  · beta_reduce
    rw [energyQuotient_parabola hd hμ hε ha0]
    ring
  · rintro _ ⟨a, ha, rfl⟩
    beta_reduce
    rw [energyQuotient_parabola hd hμ hε ha]
    have : 0 ≤ (a - 2 * μ / (ε * ((d : ℝ) - 1))) ^ 2 / (2 * μ) :=
      div_nonneg (sq_nonneg _) (by positivity)
    linarith
  · rw [energyQuotient_parabola hd hμ hε ha]
    constructor
    · intro h
      have h0 : (a - 2 * μ / (ε * ((d : ℝ) - 1))) ^ 2 / (2 * μ) = 0 := by linarith
      rcases div_eq_zero_iff.1 h0 with h1 | h1
      · exact sub_eq_zero.1 (pow_eq_zero_iff two_ne_zero |>.1 h1)
      · exact absurd h1 (by positivity)
    · intro h
      rw [← h]
      ring
```

## Plane against bulk

The comparison uses the same `μ` and the same `ε` on both sides. Since a least element is also the infimum, `csInf_eq` replaces each infimum by its explicit value, and the factor of four remains as arithmetic.

```lean
/-- For equal `μ > 0` and `ε > 0`, the variational binding energy of the planar exciton is four
times that of the bulk exciton. -/
theorem planar_binding_eq_four_mul_bulk {μ ε : ℝ} (hμ : 0 < μ) (hε : 0 < ε) :
    trialBinding 2 μ ε = 4 * trialBinding 3 μ ε := by
  unfold trialBinding
  rw [(exciton_variational_minimum (d := 2) (by norm_num) hμ hε).1.csInf_eq,
    (exciton_variational_minimum (d := 3) (by norm_num) hμ hε).1.csInf_eq]
  push_cast
  ring
```

## Which exponentials are stationary

The last theorem allows any real `a` and `E`, so the positivity of the decay rate is a consequence here and not an assumption. The equation is required at every r > 0, and nothing is demanded at the origin.

The identity `hH` is the bracketed expression for H f found above. For the forward direction, the proof divides by the envelope, which is never zero, and compares the radii 1 and 2. The constant part is the same at both, while the 1/r part is halved, so its coefficient must vanish. This fixes `a`, and then `E`. The reverse direction substitutes both values, after which the 1/r term cancels.

```lean
/-- For `d ≥ 2` and `μ, ε > 0` the exponential envelope solves the radial Schrödinger equation
with energy `E` at all `r > 0` exactly when `a = 2μ/(ε(d-1))` and `E = -2μ/(ε²(d-1)²)`. -/
theorem envelope_stationary_iff {d : ℕ} (hd : 2 ≤ d) {μ ε : ℝ} (hμ : 0 < μ) (hε : 0 < ε)
    (a E : ℝ) :
    (∀ r > 0, radialHamiltonian d μ ε (envelope a) r = E * envelope a r) ↔
      a = 2 * μ / (ε * ((d : ℝ) - 1)) ∧ E = -(2 * μ / (ε ^ 2 * ((d : ℝ) - 1) ^ 2)) := by
  have hd' : (2 : ℝ) ≤ d := by exact_mod_cast hd
  have hm : 0 < (d : ℝ) - 1 := by linarith
  have hder : deriv (envelope a) = fun r => -a * envelope a r :=
    funext fun r => (hasDerivAt_envelope a r).deriv
  -- the local energy is a constant plus a Coulomb-like remainder
  have hH : ∀ r, radialHamiltonian d μ ε (envelope a) r =
      (-(a ^ 2 / (2 * μ)) + (((d : ℝ) - 1) * a / (2 * μ) - 1 / ε) / r) * envelope a r := by
    intro r
    unfold radialHamiltonian
    rw [hder, ((hasDerivAt_envelope a r).const_mul (-a)).deriv]
    ring
  simp only [hH]
  generalize (d : ℝ) - 1 = m at hm ⊢
  have hsq : (2 * μ / (ε * m)) ^ 2 / (2 * μ) = 2 * μ / (ε ^ 2 * m ^ 2) := by
    rw [div_pow, div_div, div_eq_div_iff (by positivity) (by positivity)]
    ring
  constructor
  · intro h
    have hp : ∀ r, envelope a r ≠ 0 := fun r => (Real.exp_pos _).ne'
    have h1 := mul_right_cancel₀ (hp 1) (h 1 one_pos)
    have h2 := mul_right_cancel₀ (hp 2) (h 2 two_pos)
    -- comparing two radii forces the remainder to vanish
    have hc : m * a / (2 * μ) = 1 / ε := by linarith
    have hE : E = -(a ^ 2 / (2 * μ)) := by linarith
    rw [div_eq_div_iff (by positivity) (by positivity)] at hc
    have haa : a = 2 * μ / (ε * m) := by
      rw [eq_div_iff (by positivity)]
      linear_combination hc
    exact ⟨haa, by rw [hE, haa, hsq]⟩
  · rintro ⟨h1, h2⟩ r _
    have hc : m * (2 * μ / (ε * m)) / (2 * μ) = 1 / ε := by field_simp
    rw [h2, h1, hsq, hc]
    ring

end

end WannierExcitonVariational
```

```lean
#print axioms WannierExcitonVariational.planar_binding_eq_four_mul_bulk
-- 'WannierExcitonVariational.planar_binding_eq_four_mul_bulk' depends on axioms: [propext, Classical.choice, Quot.sound]
#print axioms WannierExcitonVariational.envelope_stationary_iff
-- 'WannierExcitonVariational.envelope_stationary_iff' depends on axioms: [propext, Classical.choice, Quot.sound]
```
